# A finite-state master equation in detailed balance is a gradient flow of its free energy at positive populations

In a hopping calculation for carriers in localised states, I replace the forward and backward rates between each pair of states by one conductance, and multiply it by the difference of their chemical potentials. Near equilibrium I can justify this by linearising. After a strong light pulse, though, some populations are off by orders of magnitude, and the master equation is linear in the populations, not in their logarithms. Is there a conductance that makes this replacement exact there, and is the resulting matrix still symmetric?

## The exact conductance contains a logarithmic mean

Yes to both, provided that the rates obey detailed balance and all populations are positive. The conductance then depends on the populations.

Let \(k_{ij}\) be the rate of the jump from \(i\) to \(j\), \(p_i>0\) the populations and \(q_i>0\) the equilibrium distribution, often written \(\pi_i\). Detailed balance means \(q_ik_{ij}=q_jk_{ji}\): in equilibrium, each jump is as frequent as its reverse, as is usually assumed for a system in contact with a single heat bath, without driving or a magnetic field. Write \(u_i=p_i/q_i\) and \(\mu_i=\ln u_i\), the chemical potential in units of \(kT\), measured from equilibrium.

For positive \(a\neq b\), the logarithmic mean is
\[
\Lambda(a,b)=\frac{a-b}{\ln a-\ln b},\qquad \Lambda(a,a)=a .
\]
It is symmetric, and it is positive because the logarithm increases. In all cases \(\Lambda(a,b)(\ln a-\ln b)=a-b\). The net flow from \(j\) to \(i\) is therefore
\[
p_jk_{ji}-p_ik_{ij}=u_jq_jk_{ji}-u_iq_ik_{ij}=q_ik_{ij}(u_j-u_i)=-c_{ij}(\mu_i-\mu_j),
\]
with the conductance \(c_{ij}=q_ik_{ij}\Lambda(u_i,u_j)=c_{ji}\). Summing over \(j\) gives
\[
\dot p_i=-\sum_jK_{ij}\mu_j,\qquad K_{ij}=\delta_{ij}\sum_lc_{il}-c_{ij}.
\]

The matrix \(K\) is symmetric because \(c\) is. Its rows sum to zero, and hence so do its columns. For \(i\ne j\), \(K_{ij}=-c_{ij}\) vanishes exactly when \(k_{ij}=0\). For any real vector \(x\), exchanging the summation indices gives
\[
x^TKx=\sum_{ij}c_{ij}x_i(x_i-x_j)=\sum_{ij}c_{ij}x_j(x_j-x_i).
\]
The average of the two sums is \(\tfrac12\sum_{ij}c_{ij}(x_i-x_j)^2\ge0\) for nonnegative rates.

For \(p\) and \(q\) with the same total, the free energy in units of \(kT\), measured from its equilibrium value, is \(F=\sum_ip_i\ln(p_i/q_i)\). The product rule gives \(\partial F/\partial p_i=\mu_i+1\). Since \(K\) annihilates constant vectors, the 1 drops out and \(\dot p=-K\nabla F\).

## Detailed balance is also necessary

Suppose that \(\dot p=-K(p)\ln(p/q)\) for all positive \(p\), normalised or not, where \(K\) is now any matrix function continuous at \(q\) with \(K(q)\) symmetric. Choose \(a\neq b\) and change only the population of \(b\), from \(q_b\) to \(q_be^s\). The only nonzero potential is then \(s\), on state \(b\). At \(s=0\) the rate of change vanishes, so subtracting it gives, for state \(a\),
\[
q_bk_{ba}(e^s-1)=-K_{ab}(p)\,s .
\]
Dividing by \(s\) and letting \(s\to0\) gives \(q_bk_{ba}=-K_{ab}(q)\). Symmetry of \(K(q)\) then yields detailed balance.

A stationary \(q\) is therefore not enough. Take three states with \(k_{12}=k_{23}=k_{31}=1\), all other rates zero and \(q_i=1/3\). This \(q\) is stationary, but at \(p=q\) the conductance formula \(c_{ij}=q_ik_{ij}\Lambda(u_i,u_j)\) gives \(K_{12}=-1/3\) and \(K_{21}=0\), which is not symmetric. By the converse, no other choice of \(K\) continuous at \(q\) and symmetric there can work either.

## What the Lean theorems say

The finite type `ι` is the set of states, and `k i j` is the rate from `i` to `j`; many texts use the opposite index order. `masterRate` is the right-hand side of the master equation, in which diagonal rates cancel. `onsager k q p` is \(K\) at populations `p`.

`onsager_form` assumes nonnegative rates between distinct states, positive `q` and `p`, and detailed balance. It states symmetry, a nonnegative quadratic form, zero column sums, the link between zero entries and zero rates, and the master equation. The symmetry thus comes from an assumed balance of jump rates, not from a derivation of Onsager's reciprocal relations from microscopic dynamics.

`masterRate_gradientFlow` puts the partial derivatives of `freeEnergy` in place of the logarithms; `Function.update` varies one population and holds the others fixed. `detailedBalance_of_flow` is the converse. `detailedBalance_witness` supplies an example for any energies `E` in units of \(kT\): rates `exp ((E i - E j) / 2)` with weights `exp (-E i)`. The normalised distribution is \(e^{-E_i}/Z\) with \(Z=\sum_je^{-E_j}\); this rescaling leaves \(K\) unchanged.

All these theorems concern the rates and the right-hand side of the master equation, not its solutions in time. Using them for a material requires that its dynamics really are memoryless jumps among finitely many states. For the populations of your localised states it also requires low occupation, since the linear master equation has no Pauli blocking factors.

```lean
import Mathlib

open Matrix Filter Topology

namespace MasterEquationGradientFlow

noncomputable section

variable {ι : Type*} [Fintype ι] [DecidableEq ι]

/-- Net rate of change of the population of state `i` under the master equation;
`k i j` is the rate of the jump from `i` to `j`. -/
def masterRate (k : ι → ι → ℝ) (p : ι → ℝ) (i : ι) : ℝ :=
  ∑ j, (p j * k j i - p i * k i j)

/-- Detailed balance: in the distribution `q` every jump is as frequent as its reverse. -/
def DetailedBalance (k : ι → ι → ℝ) (q : ι → ℝ) : Prop :=
  ∀ i j, q i * k i j = q j * k j i

/-- The logarithmic mean of two positive numbers. -/
def logMean (a b : ℝ) : ℝ :=
  if a = b then a else (a - b) / (Real.log a - Real.log b)

/-- Conductance between two states: the equilibrium jump frequency times the logarithmic mean
of the relative populations `p i / q i` and `p j / q j`, for positive `p` and `q`. -/
def conductance (k : ι → ι → ℝ) (q p : ι → ℝ) (i j : ι) : ℝ :=
  q i * k i j * logMean (p i / q i) (p j / q j)

/-- The Onsager matrix at populations `p`: the Laplacian of the network of conductances,
for positive `p` and `q`. -/
def onsager (k : ι → ι → ℝ) (q p : ι → ℝ) : Matrix ι ι ℝ :=
  Matrix.of fun i j => (if i = j then ∑ l, conductance k q p i l else 0) - conductance k q p i j

/-- Free energy of the populations `p` relative to `q`, in units of `kT`, for positive `p`
and `q`. -/
def freeEnergy (q p : ι → ℝ) : ℝ := ∑ i, p i * Real.log (p i / q i)

/-- The logarithmic mean of two positive numbers is positive, and it converts the difference of
their logarithms into their difference. -/
theorem logMean_spec {a b : ℝ} (ha : 0 < a) (hb : 0 < b) :
    0 < logMean a b ∧ logMean a b * (Real.log a - Real.log b) = a - b := by
  by_cases h : a = b
  · subst h
    simp [logMean, ha]
  · have hlog : Real.log a - Real.log b ≠ 0 := fun h' =>
      h (Real.log_injOn_pos (Set.mem_Ioi.mpr ha) (Set.mem_Ioi.mpr hb) (sub_eq_zero.mp h'))
    simp only [logMean, if_neg h]
    refine ⟨?_, div_mul_cancel₀ _ hlog⟩
    rcases lt_or_gt_of_ne h with hlt | hgt
    · exact div_pos_of_neg_of_neg (sub_neg.mpr hlt) (sub_neg.mpr (Real.log_lt_log ha hlt))
    · exact div_pos (sub_pos.mpr hgt) (sub_pos.mpr (Real.log_lt_log hb hgt))

omit [Fintype ι] [DecidableEq ι] in
/-- Under detailed balance the conductance is the same in both directions. -/
theorem conductance_comm {k : ι → ι → ℝ} {q : ι → ℝ} (hdb : DetailedBalance k q)
    (p : ι → ℝ) (i j : ι) : conductance k q p i j = conductance k q p j i := by
  have hL : ∀ a b : ℝ, logMean a b = logMean b a := by
    intro a b
    by_cases h : a = b
    · rw [h]
    · simp only [logMean, if_neg h, if_neg (Ne.symm h)]
      rw [← neg_sub b a, ← neg_sub (Real.log b) (Real.log a), neg_div_neg_eq]
  unfold conductance
  rw [hdb i j, hL (p i / q i) (p j / q j)]

/-- The Onsager matrix applied to potentials `x` gives, at state `i`, the sum over `j` of
`conductance k q p i j` times the potential difference `x i - x j`. -/
theorem onsager_mulVec (k : ι → ι → ℝ) (q p x : ι → ℝ) (i : ι) :
    (onsager k q p *ᵥ x) i = ∑ j, conductance k q p i j * (x i - x j) := by
  simp only [onsager, Matrix.mulVec, dotProduct, Matrix.of_apply, sub_mul, ite_mul, zero_mul,
    Finset.sum_sub_distrib, Finset.sum_ite_eq, Finset.mem_univ, ↓reduceIte, mul_sub,
    Finset.sum_mul]

/-- Under detailed balance the quadratic form of the Onsager matrix is half the sum of
conductances times squared potential differences. -/
theorem onsager_quadratic {k : ι → ι → ℝ} {q : ι → ℝ} (hdb : DetailedBalance k q)
    (p x : ι → ℝ) : x ⬝ᵥ (onsager k q p *ᵥ x) =
      1 / 2 * ∑ i, ∑ j, conductance k q p i j * (x i - x j) ^ 2 := by
  have h1 : x ⬝ᵥ (onsager k q p *ᵥ x) =
      ∑ i, ∑ j, x i * (conductance k q p i j * (x i - x j)) := by
    simp only [dotProduct, onsager_mulVec, Finset.mul_sum]
  -- exchange the two states and use the symmetry of the conductance
  have h2 : x ⬝ᵥ (onsager k q p *ᵥ x) =
      ∑ i, ∑ j, x j * (conductance k q p i j * (x j - x i)) := by
    rw [h1, Finset.sum_comm]
    refine Finset.sum_congr rfl fun i _ => Finset.sum_congr rfl fun j _ => ?_
    rw [conductance_comm hdb p j i]
  have h3 : ∑ i, ∑ j, conductance k q p i j * (x i - x j) ^ 2 =
      ∑ i, ∑ j, x i * (conductance k q p i j * (x i - x j)) +
      ∑ i, ∑ j, x j * (conductance k q p i j * (x j - x i)) := by
    simp only [← Finset.sum_add_distrib]
    refine Finset.sum_congr rfl fun i _ => Finset.sum_congr rfl fun j _ => ?_
    ring
  linarith

/-- For positive `p` and rates in detailed balance with positive `q`, the master equation is given
by minus the Onsager matrix at `p` applied to the potentials `ln (p j / q j)`. -/
theorem masterRate_eq {k : ι → ι → ℝ} {q p : ι → ℝ} (hq : ∀ i, 0 < q i) (hp : ∀ i, 0 < p i)
    (hdb : DetailedBalance k q) (i : ι) :
    masterRate k p i = -∑ j, onsager k q p i j * Real.log (p j / q j) := by
  have h := onsager_mulVec k q p (fun j => Real.log (p j / q j)) i
  change ∑ j, onsager k q p i j * Real.log (p j / q j) = _ at h
  rw [h, masterRate, ← Finset.sum_neg_distrib]
  refine Finset.sum_congr rfl fun j _ => ?_
  have e := (logMean_spec (div_pos (hp i) (hq i)) (div_pos (hp j) (hq j))).2
  have hi : p i / q i * q i = p i := div_mul_cancel₀ _ (hq i).ne'
  have hj : p j / q j * q j = p j := div_mul_cancel₀ _ (hq j).ne'
  have hd : q i * k i j = q j * k j i := hdb i j
  unfold conductance
  linear_combination q i * k i j * e + k i j * hi - p j / q j * hd - k j i * hj

/-- For nonnegative jump rates in detailed balance with positive `q`, and positive `p`, the
Onsager matrix is symmetric, positive semidefinite, has zero column sums, couples two distinct
states exactly when a rate connects them, and generates the master equation. -/
theorem onsager_form {k : ι → ι → ℝ} {q p : ι → ℝ} (hk : ∀ i j, i ≠ j → 0 ≤ k i j)
    (hq : ∀ i, 0 < q i) (hp : ∀ i, 0 < p i) (hdb : DetailedBalance k q) :
    (onsager k q p).IsSymm ∧
    (∀ x : ι → ℝ, 0 ≤ x ⬝ᵥ (onsager k q p *ᵥ x)) ∧
    (∀ j, ∑ i, onsager k q p i j = 0) ∧
    (∀ i j, i ≠ j → (onsager k q p i j = 0 ↔ k i j = 0)) ∧
    ∀ i, masterRate k p i = -∑ j, onsager k q p i j * Real.log (p j / q j) := by
  have hL : ∀ i j, 0 < logMean (p i / q i) (p j / q j) := fun i j =>
    (logMean_spec (div_pos (hp i) (hq i)) (div_pos (hp j) (hq j))).1
  have hs : (onsager k q p).IsSymm := by
    refine Matrix.IsSymm.ext fun i j => ?_
    by_cases h : i = j
    · rw [h]
    · simp [onsager, h, Ne.symm h, conductance_comm hdb p j i]
  refine ⟨hs, fun x => ?_, fun j => ?_, fun i j h => ?_, masterRate_eq hq hp hdb⟩
  · rw [onsager_quadratic hdb]
    refine mul_nonneg (by norm_num) (Finset.sum_nonneg fun i _ => Finset.sum_nonneg fun j _ => ?_)
    by_cases h : i = j
    · simp [h]
    · exact mul_nonneg (mul_nonneg (mul_nonneg (hq i).le (hk i j h)) (hL i j).le) (sq_nonneg _)
  · -- equal potentials drive no current
    have h := onsager_mulVec k q p (fun _ => 1) j
    simp only [Matrix.mulVec, dotProduct, mul_one, sub_self, mul_zero,
      Finset.sum_const_zero] at h
    rw [← h]
    exact Finset.sum_congr rfl fun i _ => hs.apply j i
  · simp [onsager, h, conductance, (hq i).ne', (hL i j).ne']

/-- For positive `p` and `q`, the derivative of the free energy with respect to the population of
state `i` is `ln (p i / q i) + 1`. -/
theorem hasDerivAt_freeEnergy {q p : ι → ℝ} (hq : ∀ i, 0 < q i) (hp : ∀ i, 0 < p i) (i : ι) :
    HasDerivAt (fun x => freeEnergy q (Function.update p i x))
      (Real.log (p i / q i) + 1) (p i) := by
  have h : ∀ j ∈ Finset.univ, HasDerivAt
      (fun x => Function.update p i x j * Real.log (Function.update p i x j / q j))
      (if j = i then Real.log (p i / q i) + 1 else 0) (p i) := by
    intro j _
    by_cases h : j = i
    · rw [h]
      simp only [Function.update_self, ↓reduceIte]
      have h1 := (hasDerivAt_id' (p i)).fun_mul
        (((hasDerivAt_id' (p i)).div_const (q i)).log (div_pos (hp i) (hq i)).ne')
      refine h1.congr_deriv ?_
      have hpi := (hp i).ne'
      have hqi := (hq i).ne'
      have h2 : p i * (1 / q i / (p i / q i)) = 1 := by field_simp
      rw [h2, one_mul]
    · simp only [Function.update_of_ne h, if_neg h]
      exact hasDerivAt_const _ _
  exact (HasDerivAt.fun_sum h).congr_deriv (by simp)

/-- For positive `p` and rates in detailed balance with positive `q`, the master equation is the
gradient flow of the free energy: minus the Onsager matrix applied to its gradient. -/
theorem masterRate_gradientFlow {k : ι → ι → ℝ} {q p : ι → ℝ} (hq : ∀ i, 0 < q i)
    (hp : ∀ i, 0 < p i) (hdb : DetailedBalance k q) (i : ι) :
    masterRate k p i = -∑ j, onsager k q p i j *
      deriv (fun x => freeEnergy q (Function.update p j x)) (p j) := by
  have hd := fun j => (hasDerivAt_freeEnergy hq hp j).deriv
  have h := onsager_mulVec k q p (fun _ => 1) i
  simp only [Matrix.mulVec, dotProduct, mul_one, sub_self, mul_zero,
    Finset.sum_const_zero] at h
  simp only [hd, mul_add, mul_one, Finset.sum_add_distrib]
  rw [h, add_zero]
  exact masterRate_eq hq hp hdb i

/-- Converse: if the master equation has the form `-K(p) ln (p / q)` at all positive `p`, with
`q` positive, `K` continuous at `q` and `K(q)` symmetric, then the rates obey detailed balance
with `q`. -/
theorem detailedBalance_of_flow {k : ι → ι → ℝ} {q : ι → ℝ} (hq : ∀ i, 0 < q i)
    (K : (ι → ℝ) → Matrix ι ι ℝ) (hc : ContinuousAt K q) (hs : (K q).IsSymm)
    (hflow : ∀ p : ι → ℝ, (∀ i, 0 < p i) →
      ∀ i, masterRate k p i = -∑ j, K p i j * Real.log (p j / q j)) :
    DetailedBalance k q := by
  have key : ∀ a b, a ≠ b → q b * k b a = -K q a b := by
    intro a b hab
    -- raise the potential of the single state `b` by `s`
    let P : ℝ → ι → ℝ := fun s => Function.update q b (q b * Real.exp s)
    have hPb : ∀ s, P s b = q b * Real.exp s := fun s => Function.update_self _ _ _
    have hPn : ∀ s j, j ≠ b → P s j = q j := fun s j h => Function.update_of_ne h _ _
    have hP : ∀ s, q b * k b a * (Real.exp s - 1) = -(K (P s) a b * s) := by
      intro s
      have hpos : ∀ j, 0 < P s j := by
        intro j
        by_cases h : j = b
        · rw [h, hPb]
          exact mul_pos (hq b) (Real.exp_pos s)
        · rw [hPn s j h]
          exact hq j
      have h1 := hflow (P s) hpos a
      have h0 := hflow q hq a
      have e1 : ∑ j, K (P s) a j * Real.log (P s j / q j) = K (P s) a b * s := by
        rw [Finset.sum_eq_single b]
        · rw [hPb, mul_div_cancel_left₀ _ (hq b).ne', Real.log_exp]
        · intro j _ h
          rw [hPn s j h, div_self (hq j).ne', Real.log_one, mul_zero]
        · intro h
          exact absurd (Finset.mem_univ b) h
      have e0 : ∑ j, K q a j * Real.log (q j / q j) = 0 :=
        Finset.sum_eq_zero fun j _ => by rw [div_self (hq j).ne', Real.log_one, mul_zero]
      have e2 : masterRate k (P s) a - masterRate k q a = q b * k b a * (Real.exp s - 1) := by
        unfold masterRate
        rw [← Finset.sum_sub_distrib, Finset.sum_eq_single b]
        · rw [hPb, hPn s a hab]
          ring
        · intro j _ h
          rw [hPn s j h, hPn s a hab]
          ring
        · intro h
          exact absurd (Finset.mem_univ b) h
      rw [e1] at h1
      rw [e0] at h0
      linarith
    -- divide by `s` and let `s` tend to zero
    have hP0 : P 0 = q := by simp [P]
    have hPc : Continuous P :=
      continuous_const.update b (continuous_const.mul Real.continuous_exp)
    have hPt : Tendsto P (𝓝 0) (𝓝 q) := by
      have h := hPc.tendsto 0
      rwa [hP0] at h
    have hK : Tendsto (fun s => K (P s)) (𝓝 0) (𝓝 (K q)) := hc.tendsto.comp hPt
    have hE : Tendsto (fun s => K (P s) a b) (𝓝 0) (𝓝 (K q a b)) :=
      ((continuous_id.matrix_elem a b).tendsto (K q)).comp hK
    have hR : Tendsto (fun s => -K (P s) a b) (𝓝[≠] 0) (𝓝 (-K q a b)) :=
      (hE.mono_left nhdsWithin_le_nhds).neg
    have hL := (hasDerivAt_iff_tendsto_slope.mp (Real.hasDerivAt_exp 0)).const_mul (q b * k b a)
    have hL' : Tendsto (fun s => -K (P s) a b) (𝓝[≠] 0) (𝓝 (q b * k b a * Real.exp 0)) := by
      refine hL.congr' ?_
      filter_upwards [self_mem_nhdsWithin] with s hs0
      have hs1 : s ≠ 0 := hs0
      rw [slope_def_field, Real.exp_zero, sub_zero, ← mul_div_assoc, hP s, div_eq_iff hs1]
      ring
    have h := tendsto_nhds_unique hL' hR
    rwa [Real.exp_zero, mul_one] at h
  intro i j
  by_cases h : i = j
  · rw [h]
  · rw [key j i (Ne.symm h), key i j h, hs.apply i j]

omit [Fintype ι] [DecidableEq ι] in
/-- For any energies `E` in units of `kT`, the rates `exp ((E i - E j) / 2)` are in detailed
balance with the Boltzmann weights `exp (-E i)`. -/
theorem detailedBalance_witness (E : ι → ℝ) :
    DetailedBalance (fun i j => Real.exp ((E i - E j) / 2)) (fun i => Real.exp (-E i)) := by
  intro i j
  change Real.exp (-E i) * Real.exp ((E i - E j) / 2) =
    Real.exp (-E j) * Real.exp ((E j - E i) / 2)
  rw [← Real.exp_add, ← Real.exp_add]
  congr 1
  ring

end

end MasterEquationGradientFlow
```

```lean
#print axioms MasterEquationGradientFlow.onsager_form
#print axioms MasterEquationGradientFlow.masterRate_gradientFlow
#print axioms MasterEquationGradientFlow.detailedBalance_of_flow
```

```
'MasterEquationGradientFlow.onsager_form' depends on axioms: [propext, Classical.choice, Quot.sound]
'MasterEquationGradientFlow.masterRate_gradientFlow' depends on axioms: [propext, Classical.choice, Quot.sound]
'MasterEquationGradientFlow.detailedBalance_of_flow' depends on axioms: [propext, Classical.choice, Quot.sound]
```

## From the pair flow to the Lean proof

`logMean_spec` proves that \(\Lambda\) is positive and that \(\Lambda(a,b)(\ln a-\ln b)=a-b\), treating equal arguments separately. `conductance_comm` combines detailed balance with the symmetry of \(\Lambda\). `onsager_mulVec` writes \(Kx\) as a sum of conductances times potential differences, and `onsager_quadratic` exchanges the indices with `Finset.sum_comm` and averages the two sums.

In `masterRate_eq`, the final `linear_combination` is the pair-flow calculation: `e` is the identity for \(\Lambda\), `hd` is detailed balance, and `hi` and `hj` restore \(p=uq\). `onsager_form` collects these results and gets the column sums from a constant potential and symmetry.

`hasDerivAt_freeEnergy` applies the product rule to the varied term and treats the others as constants. `masterRate_gradientFlow` then removes the added 1 with the constant potential.

In the converse, `P s` is the vector of perturbed populations and `hP` is the equation before division by \(s\). The limit of \((e^s-1)/s\) comes from the derivative of the exponential at zero, the limit of \(K_{ab}\) from continuity, and `tendsto_nhds_unique` equates the two sides.
